# For flavours with the same constant density of states and the same repulsion between every pair, the mean-field energy at fixed total density differs from that of equal filling by a multiple of the summed squared deviations

The model has finitely many flavours, at least one, with densities `x i` ≥ 0 that add up to `n`. Each flavour has the same constant density of states `D ≠ 0` and contributes a band energy `x i ^ 2 / (2 * D)`, measured from the band bottom. Each unordered pair of different flavours `i`, `j` adds the mean-field interaction energy `U * x i * x j`. The declaration `energy_from_equal` states that the energy of such a filling equals the energy of equal filling, where every flavour holds `n` divided by the number of flavours, plus (1 − UD)/(2D) times the sum of the squared deviations from equal filling. The proof expands each `x i ^ 2` about the equal density, where the cross terms add up to zero because both fillings have the same total. This relates the two sums of squared densities, and `energy_eq` expresses both energies through these sums.

Lean 4 with Mathlib refuses this proof:

```lean
import Mathlib

open Finset

namespace EnergyFromEqual

noncomputable section

variable {ι : Type*} [Fintype ι] [DecidableEq ι] {D U n : ℝ} {x : ι → ℝ}

/-- Mean-field energy of the flavour densities `x i`, for density of states `D ≠ 0` per flavour
and repulsion `U` between different flavours. -/
def energy (D U : ℝ) (x : ι → ℝ) : ℝ :=
  ∑ i, x i ^ 2 / (2 * D) + U / 2 * ∑ i, ∑ j ∈ univ.erase i, x i * x j

/-- A filling distributes the total density `n` over the flavours in nonnegative parts. -/
def IsFilling (n : ℝ) (x : ι → ℝ) : Prop :=
  (∀ i, 0 ≤ x i) ∧ ∑ i, x i = n

/-- Every flavour holds the density `n` divided by the number of flavours. -/
def equalFilling (n : ℝ) : ι → ℝ := fun _ => n / (Fintype.card ι : ℝ)

/-- At total density `n` and for `D ≠ 0`, the energy depends on the distribution over flavours
only through the sum of the squared densities. -/
theorem energy_eq (hD : D ≠ 0) (hx : ∑ i, x i = n) :
    energy D U x = U / 2 * n ^ 2 + (1 - U * D) / (2 * D) * ∑ i, x i ^ 2 := by
  -- complete the sum over distinct pairs to a full square
  have h : ∀ i, ∑ j ∈ univ.erase i, x i * x j = x i * n - x i ^ 2 := by
    intro i
    have h1 := Finset.add_sum_erase univ x (mem_univ i)
    rw [hx] at h1
    rw [← Finset.mul_sum]
    linear_combination (x i) * h1
  unfold energy
  rw [Finset.sum_congr rfl (fun i _ => h i), Finset.sum_sub_distrib, ← Finset.sum_mul, hx,
    ← Finset.sum_div]
  linear_combination (U * (∑ i, x i ^ 2) / 2) * mul_inv_cancel₀ hD

omit [DecidableEq ι] in
/-- With at least one flavour and `n ≥ 0`, equal filling is an admissible filling. -/
theorem equalFilling_isFilling [Nonempty ι] (hn : 0 ≤ n) :
    IsFilling n (equalFilling n : ι → ℝ) := by
  have hN : (Fintype.card ι : ℝ) ≠ 0 := Nat.cast_ne_zero.2 Fintype.card_ne_zero
  refine ⟨fun i => div_nonneg hn (Nat.cast_nonneg _), ?_⟩
  simp only [equalFilling, Finset.sum_const, Finset.card_univ, nsmul_eq_mul]
  field_simp

/-- For `D ≠ 0`, `n ≥ 0` and at least one flavour, the energy of a filling relative to equal
filling is `(1 - U D) / (2 D)` times its squared deviation from equal filling. -/
theorem energy_from_equal [Nonempty ι] (hD : D ≠ 0) (hn : 0 ≤ n) (hx : IsFilling n x) :
    energy D U x = energy D U (equalFilling n : ι → ℝ)
      + (1 - U * D) / (2 * D) * ∑ i, (x i - equalFilling n i) ^ 2 := by
  have hm := equalFilling_isFilling (ι := ι) hn
  -- the cross term vanishes because both fillings have the same total density
  have cross : ∑ i, 2 * (n / (Fintype.card ι : ℝ)) * (x i - equalFilling n i) = 0 := by
    rw [← Finset.mul_sum, Finset.sum_sub_distrib, hx.2, hm.2, sub_self, mul_zero]
  have e : ∀ i, x i ^ 2 = equalFilling n i ^ 2 + (x i - equalFilling n i) ^ 2
      + 2 * (n / (Fintype.card ι : ℝ)) * (x i - equalFilling n i) := by
    intro i
    simp only [equalFilling]
    ring
  have key : ∑ i, x i ^ 2
      = ∑ i, equalFilling n i ^ 2 + ∑ i, (x i - equalFilling n i) ^ 2 := by
    rw [Finset.sum_congr rfl (fun i _ => e i), Finset.sum_add_distrib,
      Finset.sum_add_distrib, cross, add_zero]
  rw [energy_eq hD hx.2, energy_eq hD hm.2, key]
  ring

end

end EnergyFromEqual
```

Compiling this gives:

```
Main.lean:63:10: error: typeclass instance problem is stuck
  Fintype ?m.273

Note: Lean will not try to resolve this typeclass instance problem because the type argument to `Fintype` is a metavariable. This argument must be fully determined before Lean will try to resolve the typeclass.

Hint: Adding type annotations and supplying implicit arguments to functions can give Lean more information for typeclass resolution. For example, if you have a variable `x` that you intend to be a `Nat`, but Lean reports it as having an unresolved type like `?m`, replacing `x` with `(x : Nat)` can get typeclass resolution un-stuck.
```

Diagnosis. The message points to the first sum on the right-hand side of `key`, `∑ i, equalFilling n i ^ 2`. A sum over all `i` needs a `Fintype` instance for the type of `i`, and here Lean could not tell what that type is. The flavour type is an implicit argument of `equalFilling`, and the density `n` is just a real number, so `equalFilling n i` fits an index of any finite type. The other two sums in `key` contain `x i`, which fixes their index type as `ι`, but each sum binds its own `i`, so this does not carry over to the first one. The type stayed a metavariable, shown as `?m.273`, and Lean does not search for an instance in that state.

The repair writes `∑ i : ι, equalFilling n i ^ 2`. With the index type given, Lean finds the `Fintype ι` instance declared in the `variable` line. The proof of `key` is unchanged.

After these edits no error is left:

```diff
@@ -61,5 +61,5 @@
     ring
   have key : ∑ i, x i ^ 2
-      = ∑ i, equalFilling n i ^ 2 + ∑ i, (x i - equalFilling n i) ^ 2 := by
+      = ∑ i : ι, equalFilling n i ^ 2 + ∑ i, (x i - equalFilling n i) ^ 2 := by
     rw [Finset.sum_congr rfl (fun i _ => e i), Finset.sum_add_distrib,
       Finset.sum_add_distrib, cross, add_zero]
```
